# Antisymmetric Schmidt pairs are eigenvectors of a pure state's partial transpose, with eigenvalue $-s_i s_j$

Take two qubits in $\psi = s_0|00\rangle + s_1|11\rangle$ with real $s_0, s_1$. Transposing the second factor of $\psi\psi^\dagger$ turns the coherence $|00\rangle\langle 11|$ into $|01\rangle\langle 10|$. The result is

$$s_0^2|00\rangle\langle 00| + s_1^2|11\rangle\langle 11| + s_0s_1\big(|01\rangle\langle 10| + |10\rangle\langle 01|\big).$$

The last term swaps $|01\rangle$ and $|10\rangle$ with a factor $s_0s_1$, so $|01\rangle-|10\rangle$ has eigenvalue $-s_0s_1$. For any finite sum $\psi=\sum_k s_k\,u_k\otimes v_k$ with real $s_k$ and orthonormal families $u$ and $v$, the partial transpose swaps $u_i\otimes\overline{v_j}$ and $u_j\otimes\overline{v_i}$ in the same way, with a factor $s_is_j$. The bar is entrywise complex conjugation, which leaves the real vectors of the qubit example unchanged.

In Lean 4 with Mathlib:

```lean
import Mathlib

open Matrix

namespace SchmidtPartialTranspose

noncomputable section

variable {m n ι : Type*} [Fintype m] [Fintype n] [Fintype ι]
```

The finite types `m` and `n` label the basis states of the two subsystems, and `ι` labels the terms of the sum.

```lean
/-- The product vector `x ⊗ y` of a bipartite system. -/
def prodVec (x : m → ℂ) (y : n → ℂ) : m × n → ℂ := fun p => x p.1 * y p.2
```

A composite vector is a function of an index pair: $(x\otimes y)(a,b)=x(a)\,y(b)$.

```lean
/-- The vector `∑ₖ sₖ uₖ ⊗ vₖ` with real coefficients `sₖ`. -/
def schmidtVec (s : ι → ℝ) (u : ι → m → ℂ) (v : ι → n → ℂ) : m × n → ℂ :=
  fun p => ∑ k, (s k : ℂ) * prodVec (u k) (v k) p
```

This is $\psi$. The $s_k$ are real but may be negative or zero.

```lean
/-- The operator `ψ ψᴴ` belonging to a vector `ψ`, which need not be normalised. -/
def pureState (ψ : m × n → ℂ) : Matrix (m × n) (m × n) ℂ :=
  Matrix.of fun p q => ψ p * star (ψ q)
```

The matrix elements are $\psi(p)\,\overline{\psi(q)}$; `star` is complex conjugation, entry by entry on vectors. For a normalised state, divide $\psi\psi^\dagger$ and all eigenvalues below by $\sum_k s_k^2$, assuming $\psi\neq0$.

```lean
/-- The partial transpose on the second factor: row and column exchange their second indices. -/
def partialTranspose (ρ : Matrix (m × n) (m × n) ℂ) : Matrix (m × n) (m × n) ℂ :=
  Matrix.of fun p q => ρ (p.1, q.2) (q.1, p.2)
```

Writing $T$ for the partial transpose of $\psi\psi^\dagger$, we have $T_{(a,b),(a',b')}=\psi(a,b')\,\overline{\psi(a',b)}$. In NumPy, with subsystem dimensions `dA` and `dB`, the same step is `rho.reshape(dA, dB, dA, dB).transpose(0, 3, 2, 1).reshape(dA*dB, dA*dB)`.

```lean
/-- The vectors `wₖ` are orthonormal: `⟨wₖ, wₗ⟩` is one for `k = l` and zero otherwise. -/
def IsOrthonormalFamily [DecidableEq ι] (w : ι → m → ℂ) : Prop :=
  ∀ k l, star (w k) ⬝ᵥ w l = if k = l then 1 else 0
```

The product `⬝ᵥ` does not conjugate, so `star` supplies the bra: $\langle w_k,w_l\rangle=\delta_{kl}$. The family need not span the space.

```lean
/-- The partial transpose of `ψ ψᴴ`, for `ψ = ∑ₖ sₖ uₖ ⊗ vₖ`, acts on any vector as
`∑ₖₗ sₖ sₗ |uₖ ⊗ conj vₗ⟩⟨uₗ ⊗ conj vₖ|`. -/
theorem partialTranspose_mulVec (s : ι → ℝ) (u : ι → m → ℂ) (v : ι → n → ℂ)
    (x : m × n → ℂ) :
    partialTranspose (pureState (schmidtVec s u v)) *ᵥ x =
      ∑ k, ∑ l, ((s k : ℂ) * s l * (star (prodVec (u l) (star (v k))) ⬝ᵥ x)) •
        prodVec (u k) (star (v l)) := by
  have hs : ∀ r : ℝ, star (r : ℂ) = r := Complex.conj_ofReal
  -- the matrix elements of the partial transpose
  have entry : ∀ p q, partialTranspose (pureState (schmidtVec s u v)) p q =
      ∑ k, ∑ l, (s k : ℂ) * s l *
        (prodVec (u k) (star (v l)) p * star (prodVec (u l) (star (v k)) q)) := by
    intro p q
    simp only [partialTranspose, pureState, schmidtVec, Matrix.of_apply, prodVec,
      star_sum, Finset.sum_mul_sum, star_mul', Pi.star_apply, star_star, hs]
    refine Finset.sum_congr rfl fun k _ => Finset.sum_congr rfl fun l _ => ?_
    ring
  ext p
  simp only [Matrix.mulVec, dotProduct, entry, Finset.sum_apply, Pi.smul_apply,
    smul_eq_mul, Finset.sum_mul, Pi.star_apply]
  -- carry out the sum over the column index first
  rw [Finset.sum_comm]
  refine Finset.sum_congr rfl fun k _ => ?_
  rw [Finset.sum_comm]
  refine Finset.sum_congr rfl fun l _ => ?_
  rw [Finset.mul_sum, Finset.sum_mul]
  refine Finset.sum_congr rfl fun q _ => ?_
  ring
```

Set $w_{kl}=u_k\otimes\overline{v_l}$. Inserting the sum for $\psi$ gives

$$T_{(a,b),(a',b')}=\sum_{k,l}s_ks_l\,u_k(a)\overline{v_l(b)}\;\overline{u_l(a')}\,v_k(b').$$

After the coefficients $s_ks_l$, the next two factors are $w_{kl}(a,b)$ and the last two are $\overline{w_{lk}(a',b')}$. Hence

$$Tx=\sum_{k,l}s_ks_l\,\langle w_{lk},x\rangle\,w_{kl}.$$

The local statement `entry` is the first formula, and the remaining lines reorder finite sums. Orthonormality has not been used yet.

```lean
variable [DecidableEq ι] {u : ι → m → ℂ} {v : ι → n → ℂ}

omit [Fintype ι] in
/-- For orthonormal families `u` and `v`, the products `uᵢ ⊗ conj vⱼ` are orthonormal. -/
theorem overlap (hu : IsOrthonormalFamily u) (hv : IsOrthonormalFamily v) (l k i j : ι) :
    star (prodVec (u l) (star (v k))) ⬝ᵥ prodVec (u i) (star (v j)) =
      (if l = i then 1 else 0) * (if j = k then 1 else 0) := by
  rw [← hu l i, ← hv j k]
  simp only [dotProduct, prodVec, Pi.star_apply, star_mul', star_star,
    Fintype.sum_prod_type, Finset.sum_mul_sum]
  refine Finset.sum_congr rfl fun a _ => Finset.sum_congr rfl fun b _ => ?_
  ring
```

The double sum factorises:

$$\langle w_{lk},w_{ij}\rangle=\langle u_l,u_i\rangle\langle v_j,v_k\rangle=\delta_{li}\,\delta_{jk}.$$

Conjugating the second factor reverses the order in its inner product.

```lean
/-- For orthonormal `u` and `v`, the partial transpose of `ψ ψᴴ` sends `uᵢ ⊗ conj vⱼ` to
`sᵢ sⱼ uⱼ ⊗ conj vᵢ`. -/
theorem partialTranspose_swap (hu : IsOrthonormalFamily u) (hv : IsOrthonormalFamily v)
    (s : ι → ℝ) (i j : ι) :
    partialTranspose (pureState (schmidtVec s u v)) *ᵥ prodVec (u i) (star (v j)) =
      ((s i : ℂ) * s j) • prodVec (u j) (star (v i)) := by
  rw [partialTranspose_mulVec, Finset.sum_eq_single j, Finset.sum_eq_single i]
  · rw [overlap hu hv]
    simp [mul_comm]
  · intro l _ hl
    rw [overlap hu hv]
    simp [hl]
  · simp
  · intro k _ hk
    refine Finset.sum_eq_zero fun l _ => ?_
    rw [overlap hu hv]
    simp [Ne.symm hk]
  · simp
```

Put $x=w_{ij}$ in the expansion. Only $k=j$, $l=i$ survives, so $Tw_{ij}=s_is_j\,w_{ji}$. The two uses of `Finset.sum_eq_single` pick out these terms.

```lean
/-- Let `ψ = ∑ₖ sₖ uₖ ⊗ vₖ` with real `sₖ` and orthonormal `u`, `v`. For `i ≠ j` the vector
`uᵢ ⊗ conj vⱼ - uⱼ ⊗ conj vᵢ` is non-zero and is an eigenvector of the partial transpose of
`ψ ψᴴ` with eigenvalue `-sᵢ sⱼ`. -/
theorem antisymmetric_eigenvector (hu : IsOrthonormalFamily u) (hv : IsOrthonormalFamily v)
    (s : ι → ℝ) {i j : ι} (hij : i ≠ j) :
    prodVec (u i) (star (v j)) - prodVec (u j) (star (v i)) ≠ 0 ∧
    partialTranspose (pureState (schmidtVec s u v)) *ᵥ
        (prodVec (u i) (star (v j)) - prodVec (u j) (star (v i))) =
      (-((s i : ℂ) * s j)) • (prodVec (u i) (star (v j)) - prodVec (u j) (star (v i))) := by
  constructor
  · -- the overlap with `uᵢ ⊗ conj vⱼ` is one
    intro h
    have h' := congrArg (fun y => star (prodVec (u i) (star (v j))) ⬝ᵥ y) h
    simp only [dotProduct_sub, overlap hu hv, dotProduct_zero] at h'
    simp [hij] at h'
  · rw [Matrix.mulVec_sub, partialTranspose_swap hu hv, partialTranspose_swap hu hv]
    module
```

For $i\neq j$, linearity gives

$$T(w_{ij}-w_{ji})=s_is_j(w_{ji}-w_{ij})=-s_is_j(w_{ij}-w_{ji}).$$

The vector is non-zero because its overlap with $w_{ij}$ is 1. Its norm is $\sqrt2$, so the normalised eigenvector is $(w_{ij}-w_{ji})/\sqrt2$. In the proof, `module` does the final vector algebra.

```lean
/-- For orthonormal `u` and `v` and any `i`, `j`, equal or not, `uᵢ ⊗ conj vⱼ + uⱼ ⊗ conj vᵢ`
is non-zero and is an eigenvector of the partial transpose of `ψ ψᴴ` with eigenvalue `sᵢ sⱼ`. -/
theorem symmetric_eigenvector (hu : IsOrthonormalFamily u) (hv : IsOrthonormalFamily v)
    (s : ι → ℝ) (i j : ι) :
    prodVec (u i) (star (v j)) + prodVec (u j) (star (v i)) ≠ 0 ∧
    partialTranspose (pureState (schmidtVec s u v)) *ᵥ
        (prodVec (u i) (star (v j)) + prodVec (u j) (star (v i))) =
      ((s i : ℂ) * s j) • (prodVec (u i) (star (v j)) + prodVec (u j) (star (v i))) := by
  constructor
  · intro h
    have h' := congrArg (fun y => star (prodVec (u i) (star (v j))) ⬝ᵥ y) h
    simp only [dotProduct_add, overlap hu hv, dotProduct_zero] at h'
    by_cases hij : i = j <;> norm_num [hij] at h'
  · rw [Matrix.mulVec_add, partialTranspose_swap hu hv, partialTranspose_swap hu hv]
    module
```

With a plus sign, $T(w_{ij}+w_{ji})=s_is_j(w_{ij}+w_{ji})$. The overlap with $w_{ij}$ is 1 for $i\neq j$ and 2 for $i=j$. The normalised vectors are $(w_{ij}+w_{ji})/\sqrt2$ and $w_{ii}$ respectively.

If two coefficients are non-zero, one of the two combinations has a negative eigenvalue. For finite-dimensional pure states, this is the entanglement signal that the partial-transpose test looks for.

```lean
/-- For orthonormal `u` and `v`, the component of the partially transposed `ψ ψᴴ` applied to `x`
along `uᵢ ⊗ conj vⱼ` is `sᵢ sⱼ` times the component of `x` along `uⱼ ⊗ conj vᵢ`. -/
theorem component_swap (hu : IsOrthonormalFamily u) (hv : IsOrthonormalFamily v)
    (s : ι → ℝ) (x : m × n → ℂ) (i j : ι) :
    star (prodVec (u i) (star (v j))) ⬝ᵥ
        (partialTranspose (pureState (schmidtVec s u v)) *ᵥ x) =
      (s i : ℂ) * s j * (star (prodVec (u j) (star (v i))) ⬝ᵥ x) := by
  rw [partialTranspose_mulVec]
  simp only [dotProduct_sum, dotProduct_smul, overlap hu hv, smul_eq_mul]
  rw [Finset.sum_eq_single i, Finset.sum_eq_single j]
  · simp
  · intro l _ hl
    simp [hl]
  · simp
  · intro k _ hk
    simp [Ne.symm hk]
  · simp
```

Taking the overlap of the expansion with $w_{ij}$ leaves $k=i$, $l=j$:

$$\langle w_{ij},Tx\rangle=s_is_j\langle w_{ji},x\rangle.$$

This holds for every $x$, including vectors outside the span of the $w_{ij}$.

```lean
/-- For orthonormal `u` and `v`, every non-zero eigenvalue of the partial transpose of `ψ ψᴴ`
is `sᵢ sⱼ` for some `i`, `j`, or `-sᵢ sⱼ` for some `i ≠ j`. -/
theorem eigenvalue_classification (hu : IsOrthonormalFamily u) (hv : IsOrthonormalFamily v)
    (s : ι → ℝ) {x : m × n → ℂ} {μ : ℂ} (hx : x ≠ 0) (hμ : μ ≠ 0)
    (h : partialTranspose (pureState (schmidtVec s u v)) *ᵥ x = μ • x) :
    ∃ i j, μ = (s i : ℂ) * s j ∨ (i ≠ j ∧ μ = -((s i : ℂ) * s j)) := by
  -- some component of `x` is non-zero, since otherwise `μ x = 0`
  have hc : ∃ i j, star (prodVec (u i) (star (v j))) ⬝ᵥ x ≠ 0 := by
    by_contra hall
    push Not at hall
    rw [partialTranspose_mulVec] at h
    simp only [hall, mul_zero, zero_smul, Finset.sum_const_zero] at h
    exact (smul_ne_zero hμ hx) h.symm
  obtain ⟨i, j, hne⟩ := hc
  have h1 := component_swap hu hv s x i j
  have h2 := component_swap hu hv s x j i
  rw [h, dotProduct_smul, smul_eq_mul] at h1 h2
  refine ⟨i, j, ?_⟩
  by_cases hij : i = j
  · subst hij
    exact Or.inl (mul_right_cancel₀ hne h1)
  · -- applying the swap twice gives `μ² = (sᵢ sⱼ)²`
    have h3 : (μ - (s i : ℂ) * s j) * (μ + (s i : ℂ) * s j) = 0 := by
      apply mul_right_cancel₀ hne
      linear_combination μ * h1 + (s i : ℂ) * s j * h2
    rcases mul_eq_zero.mp h3 with h4 | h4
    · exact Or.inl (sub_eq_zero.mp h4)
    · exact Or.inr ⟨hij, eq_neg_of_add_eq_zero_left h4⟩
```

Let $Tx=\mu x$ with $x\neq0$ and $\mu\neq0$, and write $c_{ij}=\langle w_{ij},x\rangle$. If every $c_{ij}$ vanished, the expansion would give $Tx=0$, contradicting $\mu x\neq0$. Choose $c_{ij}\neq0$. Then

$$\mu c_{ij}=s_is_jc_{ji},\qquad \mu c_{ji}=s_is_jc_{ij},$$

so $\mu^2c_{ij}=(s_is_j)^2c_{ij}$ and $\mu=\pm s_is_j$. For $i=j$ the first equation already gives $\mu=s_i^2$. The tactic `linear_combination` combines the two equations in the same way. The theorem does not count multiplicities or describe the zero eigenspace.

This gives a numerical check when both subsystems have dimension at least two. Reshape $\psi$ into a `dA` by `dB` matrix and compute its singular values: the lowest eigenvalue of the partial transpose should be minus the product of the two largest.

```lean
/-- The standard basis `(1, 0)`, `(0, 1)` of a qubit is an orthonormal family. -/
theorem isOrthonormalFamily_witness :
    IsOrthonormalFamily (![![1, 0], ![0, 1]] : Fin 2 → Fin 2 → ℂ) := by
  unfold IsOrthonormalFamily
  intro k l
  fin_cases k <;> fin_cases l <;> simp [dotProduct, Fin.sum_univ_two]

end

end SchmidtPartialTranspose
```

The standard qubit basis satisfies the orthonormality condition. Used for both $u$ and $v$, it gives the two-qubit example at the start.

```lean
#print axioms SchmidtPartialTranspose.antisymmetric_eigenvector
-- 'SchmidtPartialTranspose.antisymmetric_eigenvector' depends on axioms: [propext, Classical.choice, Quot.sound]
#print axioms SchmidtPartialTranspose.symmetric_eigenvector
-- 'SchmidtPartialTranspose.symmetric_eigenvector' depends on axioms: [propext, Classical.choice, Quot.sound]
#print axioms SchmidtPartialTranspose.eigenvalue_classification
-- 'SchmidtPartialTranspose.eigenvalue_classification' depends on axioms: [propext, Classical.choice, Quot.sound]
```
